# Linear coordinate scaling of GGA exchange energies for positive, differentiable densities

## An exchange energy that scales wrongly

Compress an electron density uniformly by a factor $l$, keeping the number of electrons fixed, and its exact exchange energy is multiplied by $l$, because the Coulomb interaction goes as the inverse of distance. An approximate functional without this property may be right for one density and still be wrong for the compressed one, by an error that depends on $l$.

Gradient corrections can introduce this fault. Suppose the local exchange energy density, which is proportional to $\rho^{4/3}$, is multiplied by a correction factor that depends on $|\nabla\rho|/\rho$. This quantity is an inverse length, so it grows by a factor $l$ under compression. The correction is then evaluated at different arguments before and after, and the energy is in general no longer proportional to $l$. Dividing $|\nabla\rho|$ by $\rho^{4/3}$ instead gives a variable that is merely carried along with the density. For positive, differentiable densities with an integrable energy density, this restores the linear law, whatever function of that variable is chosen.

## Scaled density, reduced gradient and energy

Let $\rho$ be a density on $\mathbb{R}^3$ and $l>0$. The scaled density is
$$\rho_l(r) = l^3\rho(l r),$$
where the prefactor $l^3$ preserves the electron number. Textbooks often write $\lambda$ or $\gamma$ for $l$. The reduced gradient is
$$s[\rho](r) = \frac{|\nabla\rho(r)|}{\rho(r)^{4/3}}.$$
The usual definition has a further constant $2(3\pi^2)^{1/3}$ in the denominator. Here it is absorbed into the enhancement factor $F$, a real function of one real variable, as is the prefactor of the local exchange energy. For a real exponent $p$ the energy is
$$E_p[\rho] = \int \rho(r)^p\,F(s[\rho](r))\,d^3r.$$
Exchange has $p=4/3$, and $E$ without an index means this case. With $p=5/3$ the expression has the usual form of a GGA for the non-interacting kinetic energy.

## What the theorems say

Assume that $\rho$ is positive and differentiable everywhere and that $l>0$.

- `reducedGradient_scaled`: $s[\rho_l](r) = s[\rho](l r)$ at every point $r$.
- `energy_scaled`: if $\rho^pF(s)$ is integrable for $\rho$, it is integrable for $\rho_l$, and $E_p[\rho_l] = l^{3p-3}E_p[\rho]$.
- `exchange_scaling` and `kinetic_scaling`: under the same integrability assumption, the factor is $l$ for $p=4/3$ and $l^2$ for $p=5/3$.
- `exchange_scaling_derivative`: if the exchange energy density is integrable, the derivative of $E[\rho_l]$ with respect to $l$ at $l=1$ is $E[\rho]$.
- `linear_scaling_iff`: if $E_p[\rho]\neq 0$ and $l\neq 1$, then $E_p[\rho_l] = l\,E_p[\rho]$ holds exactly when $p=4/3$.

In Lean, `Space` is three-dimensional Euclidean space, and a density is a function `ρ : Space → ℝ`. The hypothesis `hpos` says that it is positive at every point, and `hd` that it is differentiable at every point. The definitions `scaled`, `reducedGradient`, `energyDensity` and `energy` are the four expressions above, with Mathlib's `gradient`, real powers and the Lebesgue integral over all space. The hypothesis `hint` is the integrability of the energy density. No continuity of `F` is required, and $\rho$ need not integrate to a given electron number.

Molecules modelled with point nuclei fall outside these hypotheses: their ground-state density has a kink at each nucleus and is not differentiable there, so `hd` fails. If the density is positive and differentiable everywhere else, the scaling law still holds, because the pointwise steps below apply away from the nuclei and finitely many points do not affect the integral. This extension is not proved in the Lean code.

For spin-unpolarised GGA exchange of this form and the densities covered here, the result means that the linear scaling constraint places no restriction on $F$ beyond the assumed integrability. It therefore gives no ground for preferring one such $F$ to another.

## The powers of $l$, step by step

**Gradient.** By the chain rule, each component satisfies
$$\partial_i\rho_l(r) = l^3\cdot l\,(\partial_i\rho)(l r),$$
so $\nabla\rho_l(r) = l^4(\nabla\rho)(l r)$.

**Reduced gradient.** Since $l$ and $\rho$ are positive,
$$\rho_l(r)^{4/3} = (l^3)^{4/3}\rho(l r)^{4/3} = l^4\rho(l r)^{4/3}.$$
Numerator and denominator carry the same factor, and therefore
$$s[\rho_l](r) = \frac{l^4|(\nabla\rho)(l r)|}{l^4\rho(l r)^{4/3}} = s[\rho](l r).$$

**Energy density.** The enhancement factor now has the same argument on both sides, so only the power of the density contributes:
$$\rho_l(r)^pF(s[\rho_l](r)) = l^{3p}\,\rho(l r)^pF(s[\rho](l r)).$$

**Integral.** Substitute $u=l r$, with $d^3r = l^{-3}d^3u$:
$$E_p[\rho_l] = l^{3p}\,l^{-3}\int\rho(u)^pF(s[\rho](u))\,d^3u = l^{3p-3}E_p[\rho].$$
For $p=4/3$ the exponent is $4-3=1$, and for $p=5/3$ it is $5-3=2$.

**Derivative.** For $l>0$ the exchange energy $E[\rho_l]$ is the linear function $l\,E[\rho]$ of $l$. Its slope, in particular at $l=1$, is $E[\rho]$.

**Which exponents give the linear law.** Suppose $E_p[\rho_l]=l\,E_p[\rho]$ with $E_p[\rho]\neq0$. Dividing by $E_p[\rho]$ gives $l^{3p-3}=l$, and taking logarithms gives
$$(3p-3)\ln l = \ln l.$$
Since $l\neq1$, $\ln l\neq0$, hence $3p-3=1$ and $p=4/3$. Conversely, $p=4/3$ makes the exponent equal to 1. The two exclusions remove the cases in which the law says nothing about $p$: at $l=1$ the density is unchanged, and for $E_p[\rho]=0$ both sides vanish.

## The Lean development

```lean
import Mathlib

open MeasureTheory

namespace GGACoordinateScaling

noncomputable section

/-- Three-dimensional Euclidean space. -/
abbrev Space := EuclideanSpace ℝ (Fin 3)

/-- The uniformly scaled density `ρ_l(r) = l³ ρ(l r)`. -/
def scaled (l : ℝ) (ρ : Space → ℝ) (r : Space) : ℝ := l ^ 3 * ρ (l • r)

/-- The reduced gradient `|∇ρ| / ρ^(4/3)` at the point `r`, meant for densities that are
positive there. -/
def reducedGradient (ρ : Space → ℝ) (r : Space) : ℝ :=
  ‖gradient ρ r‖ / ρ r ^ (4 / 3 : ℝ)

/-- The semilocal energy density `ρ^p F(s)` with enhancement factor `F` and reduced gradient `s`,
meant for positive densities. -/
def energyDensity (p : ℝ) (F : ℝ → ℝ) (ρ : Space → ℝ) (r : Space) : ℝ :=
  ρ r ^ p * F (reducedGradient ρ r)

/-- The semilocal functional `E_p[ρ] = ∫ ρ^p F(s)`, meant for positive densities with integrable
energy density. -/
def energy (p : ℝ) (F : ℝ → ℝ) (ρ : Space → ℝ) : ℝ :=
  ∫ r, energyDensity p F ρ r

/-- If `ρ` has gradient `g` at `l r`, then the scaled density has gradient `l⁴ g` at `r`. -/
theorem hasGradientAt_scaled {ρ : Space → ℝ} {g r : Space} (l : ℝ)
    (h : HasGradientAt ρ g (l • r)) : HasGradientAt (scaled l ρ) (l ^ 4 • g) r := by
  rw [hasGradientAt_iff_hasFDerivAt] at h ⊢
  have h1 : HasFDerivAt (fun x : Space => l • x) (l • ContinuousLinearMap.id ℝ Space) r :=
    (hasFDerivAt_id r).const_smul l
  -- chain rule: one factor `l` from the argument, three from the prefactor
  have h2 := (HasFDerivAt.comp r h h1).const_mul (l ^ 3)
  refine HasFDerivAt.congr_fderiv (f := scaled l ρ) h2 ?_
  refine ContinuousLinearMap.ext fun v => ?_
  change l ^ 3 * inner ℝ g (l • v) = inner ℝ (l ^ 4 • g) v
  rw [real_inner_smul_left, real_inner_smul_right]
  ring

/-- For a positive differentiable density and `l > 0`, the reduced gradient of the scaled density
at `r` is that of the original density at `l r`. -/
theorem reducedGradient_scaled {ρ : Space → ℝ} {l : ℝ} (hl : 0 < l)
    (hpos : ∀ r, 0 < ρ r) (hd : Differentiable ℝ ρ) (r : Space) :
    reducedGradient (scaled l ρ) r = reducedGradient ρ (l • r) := by
  have hg : gradient (scaled l ρ) r = l ^ 4 • gradient ρ (l • r) :=
    (hasGradientAt_scaled l (hd (l • r)).hasGradientAt).gradient
  have h3 : 0 < l ^ 3 := pow_pos hl 3
  have h4 : 0 < l ^ 4 := pow_pos hl 4
  have hp : (l ^ 3) ^ (4 / 3 : ℝ) = l ^ 4 := by
    rw [← Real.rpow_natCast l 3, ← Real.rpow_mul hl.le, ← Real.rpow_natCast l 4]
    norm_num
  unfold reducedGradient
  rw [hg]
  simp only [scaled]
  -- numerator and denominator both carry the factor `l⁴`
  rw [norm_smul, Real.norm_of_nonneg h4.le, Real.mul_rpow h3.le (hpos _).le, hp]
  exact mul_div_mul_left _ _ h4.ne'

/-- For a positive differentiable density and `l > 0`, the energy density of the scaled density
at `r` is `l^(3p)` times that of the original density at `l r`. -/
theorem energyDensity_scaled {ρ : Space → ℝ} {l : ℝ} (hl : 0 < l)
    (hpos : ∀ r, 0 < ρ r) (hd : Differentiable ℝ ρ) (p : ℝ) (F : ℝ → ℝ) (r : Space) :
    energyDensity p F (scaled l ρ) r = l ^ (3 * p) * energyDensity p F ρ (l • r) := by
  have hp : (l ^ 3) ^ p = l ^ (3 * p) := by
    rw [← Real.rpow_natCast l 3, ← Real.rpow_mul hl.le]
    norm_num
  unfold energyDensity
  rw [reducedGradient_scaled hl hpos hd]
  simp only [scaled]
  rw [Real.mul_rpow (pow_pos hl 3).le (hpos _).le, hp, mul_assoc]

/-- For a positive differentiable density with integrable energy density and `l > 0`, the scaled
density also has integrable energy density, and `E_p[ρ_l] = l^(3p-3) E_p[ρ]`. -/
theorem energy_scaled {ρ : Space → ℝ} {l : ℝ} (hl : 0 < l)
    (hpos : ∀ r, 0 < ρ r) (hd : Differentiable ℝ ρ) {p : ℝ} {F : ℝ → ℝ}
    (hint : Integrable (energyDensity p F ρ)) :
    Integrable (energyDensity p F (scaled l ρ)) ∧
      energy p F (scaled l ρ) = l ^ (3 * p - 3) * energy p F ρ := by
  constructor
  · rw [funext (energyDensity_scaled hl hpos hd p F)]
    exact (hint.comp_smul hl.ne').const_mul _
  · have h3 : l ^ (3 : ℝ) = l ^ 3 := by exact_mod_cast Real.rpow_natCast l 3
    simp only [energy, energyDensity_scaled hl hpos hd]
    -- the change of variables `r → l r` contributes `l⁻³`
    rw [integral_const_mul, Measure.integral_comp_smul volume (energyDensity p F ρ) l,
      finrank_euclideanSpace_fin, abs_of_pos (inv_pos.mpr (pow_pos hl 3)), smul_eq_mul,
      ← mul_assoc, Real.rpow_sub hl, h3, div_eq_mul_inv]

/-- Exchange scaling: for a positive differentiable density with integrable energy density
`ρ^(4/3) F(s)` and `l > 0`, the scaled energy density is integrable and `E[ρ_l] = l E[ρ]`. -/
theorem exchange_scaling {ρ : Space → ℝ} {l : ℝ} (hl : 0 < l)
    (hpos : ∀ r, 0 < ρ r) (hd : Differentiable ℝ ρ) {F : ℝ → ℝ}
    (hint : Integrable (energyDensity (4 / 3) F ρ)) :
    Integrable (energyDensity (4 / 3) F (scaled l ρ)) ∧
      energy (4 / 3) F (scaled l ρ) = l * energy (4 / 3) F ρ := by
  have h := energy_scaled hl hpos hd hint
  have e : (3 * (4 / 3) - 3 : ℝ) = 1 := by norm_num
  rw [e, Real.rpow_one] at h
  exact h

/-- Kinetic scaling: for a positive differentiable density with integrable energy density
`ρ^(5/3) F(s)` and `l > 0`, the functional `E_p` with `p = 5/3` obeys `E_p[ρ_l] = l² E_p[ρ]`. -/
theorem kinetic_scaling {ρ : Space → ℝ} {l : ℝ} (hl : 0 < l)
    (hpos : ∀ r, 0 < ρ r) (hd : Differentiable ℝ ρ) {F : ℝ → ℝ}
    (hint : Integrable (energyDensity (5 / 3) F ρ)) :
    energy (5 / 3) F (scaled l ρ) = l ^ 2 * energy (5 / 3) F ρ := by
  have h := (energy_scaled hl hpos hd hint).2
  have e : (3 * (5 / 3) - 3 : ℝ) = ((2 : ℕ) : ℝ) := by norm_num
  rw [e, Real.rpow_natCast] at h
  exact h

/-- For a positive differentiable density with integrable energy density `ρ^(4/3) F(s)`, the
derivative of `E[ρ_l]` with respect to `l` at `l = 1` is `E[ρ]`. -/
theorem exchange_scaling_derivative {ρ : Space → ℝ}
    (hpos : ∀ r, 0 < ρ r) (hd : Differentiable ℝ ρ) {F : ℝ → ℝ}
    (hint : Integrable (energyDensity (4 / 3) F ρ)) :
    HasDerivAt (fun l : ℝ => energy (4 / 3) F (scaled l ρ)) (energy (4 / 3) F ρ) 1 := by
  have h : HasDerivAt (fun l : ℝ => l * energy (4 / 3) F ρ) (energy (4 / 3) F ρ) 1 :=
    ((hasDerivAt_id' (1 : ℝ)).mul_const _).congr_deriv (one_mul _)
  refine h.congr_of_eventuallyEq ?_
  filter_upwards [lt_mem_nhds (zero_lt_one' ℝ)] with l hl
  exact (exchange_scaling hl hpos hd hint).2

/-- For a positive differentiable density with `E_p[ρ] ≠ 0` and a scale `l > 0`, `l ≠ 1`, the
linear law `E_p[ρ_l] = l E_p[ρ]` holds exactly when `p = 4/3`. -/
theorem linear_scaling_iff {ρ : Space → ℝ} {l : ℝ} (hl : 0 < l) (hl1 : l ≠ 1)
    (hpos : ∀ r, 0 < ρ r) (hd : Differentiable ℝ ρ) {p : ℝ} {F : ℝ → ℝ}
    (hE : energy p F ρ ≠ 0) :
    energy p F (scaled l ρ) = l * energy p F ρ ↔ p = 4 / 3 := by
  -- a nonzero integral can only come from an integrable energy density
  have hint : Integrable (energyDensity p F ρ) := by
    by_contra hn
    exact hE (integral_undef hn)
  rw [(energy_scaled hl hpos hd hint).2]
  constructor
  · intro h
    have hlog := congrArg Real.log (mul_right_cancel₀ hE h)
    rw [Real.log_rpow hl] at hlog
    have h0 : Real.log l ≠ 0 := Real.log_ne_zero_of_pos_of_ne_one hl hl1
    have h1 : 3 * p - 3 = 1 := mul_right_cancel₀ h0 (by rw [hlog, one_mul])
    linarith
  · intro h
    have e : 3 * p - 3 = 1 := by rw [h]; norm_num
    rw [e, Real.rpow_one]

end

end GGACoordinateScaling
```

```lean
#print axioms GGACoordinateScaling.exchange_scaling
#print axioms GGACoordinateScaling.kinetic_scaling
#print axioms GGACoordinateScaling.exchange_scaling_derivative
#print axioms GGACoordinateScaling.linear_scaling_iff
```

```
'GGACoordinateScaling.exchange_scaling' depends on axioms: [propext, Classical.choice, Quot.sound]
'GGACoordinateScaling.kinetic_scaling' depends on axioms: [propext, Classical.choice, Quot.sound]
'GGACoordinateScaling.exchange_scaling_derivative' depends on axioms: [propext, Classical.choice, Quot.sound]
'GGACoordinateScaling.linear_scaling_iff' depends on axioms: [propext, Classical.choice, Quot.sound]
```

## From the chain rule to the exponent in Lean

`hasGradientAt_scaled` is the gradient step. It passes from the gradient to the Fréchet derivative, the linear map $v\mapsto\langle g,v\rangle$, where $g$ is the gradient of $\rho$ at $l r$. The derivative of $x\mapsto l x$ is $l$ times the identity; `HasFDerivAt.comp` applies the chain rule, and `const_mul` supplies the prefactor $l^3$. What remains is to compare two linear maps on an arbitrary vector $v$:
$$l^3\langle g,l v\rangle = \langle l^4g,v\rangle.$$
Pulling the scalars out of the inner products leaves an identity that `ring` closes. This lemma holds for every real $l$; positivity first enters with the fractional powers.

`reducedGradient_scaled` applies the lemma at each point. The auxiliary equation `hp` is $(l^3)^{4/3}=l^4$, and `Real.mul_rpow` splits the power of the product $l^3\rho(l r)$, which is allowed because both factors are non-negative. The common factor $l^4$ is then cancelled by `mul_div_mul_left`.

`energyDensity_scaled` substitutes this result into the argument of $F$ and splits the remaining power in the same way, now with $(l^3)^p=l^{3p}$.

`energy_scaled` has two parts. For integrability, the scaled energy density is rewritten as a constant times the original one composed with $r\mapsto l r$; `comp_smul` and `const_mul` show that both operations preserve integrability. For the value, `integral_const_mul` takes out $l^{3p}$, and `Measure.integral_comp_smul` performs the substitution $u=l r$. It produces the absolute value of $(l^3)^{-1}$, with the 3 coming from the dimension of the space, and `Real.rpow_sub` splits the factor $l^{3p-3}$ of the claimed result into $l^{3p}/l^3$, so that the two sides agree.

`exchange_scaling` and `kinetic_scaling` evaluate the exponent at $p=4/3$ and $p=5/3$.

In `exchange_scaling_derivative`, the linear formula is available only for $l>0$. That is enough, because a derivative at $l=1$ depends only on values near 1. The step `congr_of_eventuallyEq` replaces $E[\rho_l]$ by $l\,E[\rho]$ on such a neighbourhood.

`linear_scaling_iff` needs no separate integrability hypothesis: Lean assigns the value zero to the integral of a non-integrable function, so a nonzero energy implies integrability. After `energy_scaled` has been applied, `mul_right_cancel₀` divides by $E_p[\rho]$. The logarithm then turns the equality of powers into one of exponents, a second cancellation removes $\ln l$, and `linarith` solves $3p-3=1$. The converse inserts $p=4/3$ into the exponent.
